# Hard squares at activity 1 on a strip of width $m$: the entropy per column converges to at least $(m/2)\,k_B\ln 2$

Q: Particles sit on an $m$ by $n$ piece of the square lattice, never on neighbouring sites, and all allowed occupations are equally likely. I want the entropy per column as the strip gets long at fixed $m$. Which boundaries does the Lean statement give the strip?

A: Open ones. A configuration is a set of occupied sites inside the region, and nothing outside acts on it. The choice matters. For width 1, a closed ring of three sites has 4 allowed occupations, and $(\ln 4)/3\approx 0.462$ lies below the long-chain limit $\ln\frac{1+\sqrt5}{2}\approx 0.481$. On rings, then, the limit is not the infimum; on open strips it is.

Sites are pairs of natural numbers, `Adjacent` means nearest neighbours, and `Allowed` forbids adjacent particles.

```lean
import Mathlib

open Filter Topology

namespace HardSquareGas

/-- Two sites of the square lattice are adjacent when they are nearest neighbours. -/
def Adjacent (p q : ℕ × ℕ) : Prop :=
  (p.1 = q.1 ∧ (p.2 + 1 = q.2 ∨ q.2 + 1 = p.2)) ∨
    (p.2 = q.2 ∧ (p.1 + 1 = q.1 ∨ q.1 + 1 = p.1))

/-- A set of occupied sites is allowed when no two particles are adjacent. -/
def Allowed (s : Finset (ℕ × ℕ)) : Prop :=
  ∀ p ∈ s, ∀ q ∈ s, ¬ Adjacent p q
```

Q: Where does the thermodynamics enter?

A: Through the activity $z=e^{\mu/k_BT}$, with the chemical potential $\mu$ measured from the energy of a particle on a site. For a finite region $\Lambda$, `configs Λ` collects the allowed occupations $s$, and `partitionFn z Λ` is

$$Z_\Lambda=\sum_{s} z^{|s|}.$$

```lean
open scoped Classical in
/-- The allowed occupations of a finite region `Λ`. -/
noncomputable def configs (Λ : Finset (ℕ × ℕ)) : Finset (Finset (ℕ × ℕ)) :=
  Λ.powerset.filter Allowed

/-- The grand partition function of the region `Λ` at activity `z`: each allowed occupation
is weighted by `z` to the number of particles. -/
noncomputable def partitionFn (z : ℝ) (Λ : Finset (ℕ × ℕ)) : ℝ :=
  ∑ s ∈ configs Λ, z ^ s.card
```

A site $(i,j)$ of `strip m n` has $i<m$ and $j<n$, so $j$ labels the column. The map `shift k` adds $k$ to $j$.

```lean
/-- The `m` by `n` grid. -/
def strip (m n : ℕ) : Finset (ℕ × ℕ) := Finset.range m ×ˢ Finset.range n

/-- Translation by `k` sites along the strip. -/
def shift (k : ℕ) : ℕ × ℕ ↪ ℕ × ℕ :=
  ⟨fun p => (p.1, p.2 + k), by rintro ⟨a, b⟩ ⟨c, d⟩ h; simpa using h⟩
```

I write $Z(n)$ for the partition function of `strip m n`, and $a(n)$ for its number of allowed occupations.

Q: Why should $\ln Z(n)/n$ settle down at all?

A: Start by cutting a region into disjoint parts $A$ and $B$. An allowed $s$ restricts to allowed sets $s\cap A$ and $s\cap B$, whose particle numbers add up to $|s|$, and the two restrictions determine $s$. Hence

$$Z_{A\cup B}=\sum_s z^{|s\cap A|}z^{|s\cap B|}\le\sum_{t,u}z^{|t|}z^{|u|}=Z_AZ_B,$$

where $t$ and $u$ run over the allowed occupations of $A$ and $B$ independently. The extra pairs are those that clash across the cut, and they contribute nonnegative terms because $z\ge0$. In Lean, `hinj` says that the restrictions determine $s$, and the `calc` block follows the display.

```lean
/-- An occupation belongs to `configs Λ` exactly when it lies in `Λ` and is allowed. -/
theorem mem_configs {s Λ : Finset (ℕ × ℕ)} : s ∈ configs Λ ↔ s ⊆ Λ ∧ Allowed s := by
  simp [configs]

/-- Cutting a region into two disjoint parts can only raise the partition function, for
activity `z ≥ 0`: the exclusion across the cut is lost. -/
theorem partitionFn_union_le {z : ℝ} (hz : 0 ≤ z) {A B : Finset (ℕ × ℕ)}
    (hAB : Disjoint A B) :
    partitionFn z (A ∪ B) ≤ partitionFn z A * partitionFn z B := by
  let g : Finset (ℕ × ℕ) → Finset (ℕ × ℕ) × Finset (ℕ × ℕ) := fun s => (s ∩ A, s ∩ B)
  have hsplit : ∀ s ∈ configs (A ∪ B), s ∩ A ∪ s ∩ B = s := by
    intro s hs
    rw [← Finset.inter_union_distrib_left]
    exact Finset.inter_eq_left.mpr (mem_configs.mp hs).1
  -- an occupation is determined by its two restrictions
  have hinj : Set.InjOn g ↑(configs (A ∪ B)) := by
    intro s hs t ht h
    have h1 : s ∩ A = t ∩ A := congrArg Prod.fst h
    have h2 : s ∩ B = t ∩ B := congrArg Prod.snd h
    have h3 := hsplit s (Finset.mem_coe.mp hs)
    rw [h1, h2, hsplit t (Finset.mem_coe.mp ht)] at h3
    exact h3.symm
  calc partitionFn z (A ∪ B)
      = ∑ s ∈ configs (A ∪ B), z ^ (g s).1.card * z ^ (g s).2.card := by
        refine Finset.sum_congr rfl fun s hs => ?_
        have hc : (s ∩ A ∪ s ∩ B).card = (s ∩ A).card + (s ∩ B).card :=
          Finset.card_union_of_disjoint
            (hAB.mono Finset.inter_subset_right Finset.inter_subset_right)
        rw [hsplit s hs] at hc
        rw [hc, pow_add]
    _ = ∑ p ∈ (configs (A ∪ B)).image g, z ^ p.1.card * z ^ p.2.card :=
        by rw [Finset.sum_image hinj]
    _ ≤ ∑ p ∈ configs A ×ˢ configs B, z ^ p.1.card * z ^ p.2.card := by
        refine Finset.sum_le_sum_of_subset_of_nonneg ?_ fun p _ _ => by positivity
        intro p hp
        obtain ⟨s, hs, rfl⟩ := Finset.mem_image.mp hp
        have ha := (mem_configs.mp hs).2
        have hr : ∀ C, s ∩ C ∈ configs C := fun C => mem_configs.mpr
          ⟨Finset.inter_subset_right, fun p hp q hq =>
            ha p (Finset.inter_subset_left hp) q (Finset.inter_subset_left hq)⟩
        exact Finset.mem_product.mpr ⟨hr A, hr B⟩
    _ = partitionFn z A * partitionFn z B := by
        simp only [partitionFn, Finset.sum_mul_sum, Finset.sum_product]
```

Q: The second part of a cut strip starts at column $n$, not at column 0.

A: Translation repairs that. It preserves adjacency and particle number, so it matches the configurations of a region one to one with those of its translate; `Finset.sum_bij` turns this matching into equality of the sums. The strip of length $n+k$ is the disjoint union of the strip of length $n$ and a copy of the strip of length $k$ shifted by $n$. Therefore

$$Z(n+k)\le Z(n)Z(k).$$

```lean
/-- Translating an occupation along the strip does not change whether it is allowed. -/
theorem allowed_shift (k : ℕ) (s : Finset (ℕ × ℕ)) :
    Allowed (s.map (shift k)) ↔ Allowed s := by
  have hadj : ∀ p q, Adjacent (shift k p) (shift k q) ↔ Adjacent p q := by
    intro p q
    change ((p.1 = q.1 ∧ (p.2 + k + 1 = q.2 + k ∨ q.2 + k + 1 = p.2 + k)) ∨
      (p.2 + k = q.2 + k ∧ (p.1 + 1 = q.1 ∨ q.1 + 1 = p.1))) ↔ Adjacent p q
    unfold Adjacent
    omega
  constructor
  · intro h p hp q hq hpq
    exact h _ (Finset.mem_map_of_mem _ hp) _ (Finset.mem_map_of_mem _ hq) ((hadj p q).mpr hpq)
  · intro h p hp q hq hpq
    obtain ⟨p', hp', rfl⟩ := Finset.mem_map.mp hp
    obtain ⟨q', hq', rfl⟩ := Finset.mem_map.mp hq
    exact h p' hp' q' hq' ((hadj p' q').mp hpq)

/-- The partition function is invariant under translation along the strip. -/
theorem partitionFn_shift (z : ℝ) (k : ℕ) (Λ : Finset (ℕ × ℕ)) :
    partitionFn z (Λ.map (shift k)) = partitionFn z Λ := by
  symm
  refine Finset.sum_bij (fun s _ => s.map (shift k)) ?_ ?_ ?_ ?_
  · intro s hs
    obtain ⟨h1, h2⟩ := mem_configs.mp hs
    exact mem_configs.mpr ⟨Finset.map_subset_map.mpr h1, (allowed_shift k s).mpr h2⟩
  · intro s _ t _ h
    exact Finset.map_injective _ h
  · intro t ht
    obtain ⟨h1, h2⟩ := mem_configs.mp ht
    obtain ⟨s, hs, rfl⟩ := Finset.subset_map_iff.mp h1
    exact ⟨s, mem_configs.mpr ⟨hs, (allowed_shift k s).mp h2⟩, rfl⟩
  · intro s _
    simp

/-- For activity `z ≥ 0`, the partition function of a strip of length `n + k` is at most the
product of those of strips of lengths `n` and `k`. -/
theorem partitionFn_strip_add_le {z : ℝ} (hz : 0 ≤ z) (m n k : ℕ) :
    partitionFn z (strip m (n + k)) ≤
      partitionFn z (strip m n) * partitionFn z (strip m k) := by
  have hU : strip m (n + k) = strip m n ∪ (strip m k).map (shift n) := by
    ext ⟨a, b⟩
    simp only [strip, Finset.mem_union, Finset.mem_map, Finset.mem_product, Finset.mem_range]
    constructor
    · rintro ⟨ha, hb⟩
      by_cases h : b < n
      · exact Or.inl ⟨ha, h⟩
      · have hd : b - n < k := by omega
        exact Or.inr ⟨(a, b - n), ⟨ha, hd⟩,
          Prod.ext rfl (Nat.sub_add_cancel (not_lt.mp h))⟩
    · rintro (⟨ha, hb⟩ | ⟨⟨c, d⟩, ⟨hc, hd⟩, h⟩)
      · exact ⟨ha, by omega⟩
      · have h1 : c = a := congrArg Prod.fst h
        have h2 : d + n = b := congrArg Prod.snd h
        have hc' : c < m := hc
        have hd' : d < k := hd
        exact ⟨by omega, by omega⟩
  have hD : Disjoint (strip m n) ((strip m k).map (shift n)) := by
    refine Finset.disjoint_left.mpr ?_
    rintro ⟨a, b⟩ h1 h2
    obtain ⟨q, _, h⟩ := Finset.mem_map.mp h2
    have h3 : q.2 + n = b := congrArg Prod.snd h
    have h4 : b < n := Finset.mem_range.mp (Finset.mem_product.mp h1).2
    omega
  rw [hU, ← partitionFn_shift z n (strip m k)]
  exact partitionFn_union_le hz hD
```

Q: That only bounds $Z$ from above. What keeps the entropy from vanishing?

A: Take a set $C\subseteq\Lambda$ with no two sites adjacent. Every subset of $C$ is allowed, so

$$Z_\Lambda\ge\sum_{s\subseteq C}z^{|s|}=(1+z)^{|C|}.$$

Now split $\Lambda$ into the sites $E$ with $i+j$ even and the sites $O$ with $i+j$ odd. Neighbours have opposite parity, so the bound applies to each sublattice, and multiplying gives

$$(1+z)^{|\Lambda|}=(1+z)^{|E|}(1+z)^{|O|}\le Z_\Lambda^2.$$

The sublattices need not be equal in size, so odd $mn$ is no exception. In Lean, `omega` does the parity argument.

```lean
/-- If no two sites of `C ⊆ Λ` are adjacent, they can be filled independently, so for
`z ≥ 0` the partition function of `Λ` is at least `(1 + z) ^ |C|`. -/
theorem free_sites_le {z : ℝ} (hz : 0 ≤ z) {C Λ : Finset (ℕ × ℕ)} (hC : C ⊆ Λ)
    (hA : Allowed C) : (1 + z) ^ C.card ≤ partitionFn z Λ := by
  calc (1 + z) ^ C.card = ∑ s ∈ C.powerset, z ^ s.card := by
        have h := Finset.sum_pow_mul_eq_add_pow z 1 C
        simp only [one_pow, mul_one] at h
        rw [h, add_comm]
    _ ≤ partitionFn z Λ := by
        refine Finset.sum_le_sum_of_subset_of_nonneg ?_ fun s _ _ => pow_nonneg hz _
        intro s hs
        have h := Finset.mem_powerset.mp hs
        exact mem_configs.mpr ⟨h.trans hC, fun p hp q hq => hA p (h hp) q (h hq)⟩

/-- Checkerboard bound: for `z ≥ 0` and any finite region, `(1 + z) ^ |Λ|` is at most the
square of the partition function. -/
theorem checkerboard_bound {z : ℝ} (hz : 0 ≤ z) (Λ : Finset (ℕ × ℕ)) :
    (1 + z) ^ Λ.card ≤ partitionFn z Λ ^ 2 := by
  let E := Λ.filter fun p => (p.1 + p.2) % 2 = 0
  let O := Λ.filter fun p => ¬ (p.1 + p.2) % 2 = 0
  have hc : E.card + O.card = Λ.card := by
    simp only [Finset.card_eq_sum_ones]
    exact Finset.sum_filter_add_sum_filter_not Λ _ _
  -- neighbours have opposite parity, so each sublattice can be filled freely
  have hE : (1 + z) ^ E.card ≤ partitionFn z Λ := by
    refine free_sites_le hz (Finset.filter_subset _ _) fun p hp q hq h => ?_
    have h1 : (p.1 + p.2) % 2 = 0 := (Finset.mem_filter.mp hp).2
    have h2 : (q.1 + q.2) % 2 = 0 := (Finset.mem_filter.mp hq).2
    unfold Adjacent at h
    omega
  have hO : (1 + z) ^ O.card ≤ partitionFn z Λ := by
    refine free_sites_le hz (Finset.filter_subset _ _) fun p hp q hq h => ?_
    have h1 : ¬ (p.1 + p.2) % 2 = 0 := (Finset.mem_filter.mp hp).2
    have h2 : ¬ (q.1 + q.2) % 2 = 0 := (Finset.mem_filter.mp hq).2
    unfold Adjacent at h
    omega
  have h0 : 0 ≤ (1 + z) ^ E.card := by positivity
  rw [← hc, pow_add, sq]
  exact mul_le_mul hE hO (by positivity) (h0.trans hE)
```

Q: And the limit itself?

A: Put $u_n=\ln Z(n)$. The empty configuration gives $Z(n)\ge1$, so $u_n\ge0$, and the cut gives $u_{n+k}\le u_n+u_k$. Let $L=\inf_{n\ge1}u_n/n$. Given $\varepsilon>0$, pick $k\ge1$ with $u_k/k<L+\varepsilon$ and write $n=qk+r$ with $0\le r<k$. Then

$$L\le\frac{u_n}{n}\le\frac{q\,u_k+u_r}{n}\le\frac{u_k}{k}+\frac{\max_{r<k}u_r}{n}<L+2\varepsilon$$

for large $n$. This is Fekete's lemma, which the proof takes from Mathlib as `hsub.tendsto_lim`. The checkerboard bound reads $mn\ln(1+z)\le2u_n$. Dividing by $2n$ gives $\frac m2\ln(1+z)\le u_n/n$, and `ge_of_tendsto` carries this to the limit.

Q: Read me the theorem in words.

A: For every width $m$ and real $z\ge0$ there is one real number `p` with three properties. The values $\ln Z(n)/n$ tend to it (`Tendsto`), it is their greatest lower bound over $n\ge1$ (`IsGLB`), and it is at least $\frac m2\ln(1+z)$. The set `Set.Ici 1` excludes $n=0$, where Lean's convention $0/0=0$ would spoil the infimum whenever $p>0$, that is, for $m\ge1$ and $z>0$. Despite the name `strip_pressure`, `p` is $\ln Z$ per column: for $m\ge1$, $k_BT\,p/m$ is the pressure along the strip times the area of one site.

```lean
/-- At activity `z ≥ 0` and fixed width `m`, `ln Z / n` converges as the length `n` grows; the
limit is the infimum over `n ≥ 1` and is at least `(m / 2) ln (1 + z)`. -/
theorem strip_pressure (m : ℕ) {z : ℝ} (hz : 0 ≤ z) :
    ∃ p : ℝ,
      Tendsto (fun n : ℕ => Real.log (partitionFn z (strip m n)) / n) atTop (𝓝 p) ∧
      IsGLB ((fun n : ℕ => Real.log (partitionFn z (strip m n)) / n) '' Set.Ici 1) p ∧
      (m : ℝ) / 2 * Real.log (1 + z) ≤ p := by
  have hone : ∀ Λ, 1 ≤ partitionFn z Λ := fun Λ => by
    have h := free_sites_le hz (Finset.empty_subset Λ)
      (fun p hp => absurd hp (Finset.notMem_empty p))
    simpa using h
  have hpos : ∀ Λ, 0 < partitionFn z Λ := fun Λ => one_pos.trans_le (hone Λ)
  have hsub : Subadditive fun n : ℕ => Real.log (partitionFn z (strip m n)) := by
    intro n k
    have h := Real.log_le_log (hpos _) (partitionFn_strip_add_le hz m n k)
    rwa [Real.log_mul (hpos _).ne' (hpos _).ne'] at h
  have hbdd : BddBelow
      (Set.range fun n : ℕ => Real.log (partitionFn z (strip m n)) / n) := by
    refine ⟨0, ?_⟩
    rintro _ ⟨n, rfl⟩
    exact div_nonneg (Real.log_nonneg (hone _)) (Nat.cast_nonneg n)
  -- Fekete's lemma supplies the limit
  have hlim := hsub.tendsto_lim hbdd
  refine ⟨hsub.lim, hlim, ⟨?_, ?_⟩, ?_⟩
  · rintro _ ⟨n, hn, rfl⟩
    have hn' : 1 ≤ n := hn
    exact hsub.lim_le_div hbdd (by omega)
  · intro b hb
    refine ge_of_tendsto hlim ?_
    filter_upwards [eventually_ge_atTop 1] with n hn
    exact hb ⟨n, hn, rfl⟩
  · refine ge_of_tendsto hlim ?_
    filter_upwards [eventually_ge_atTop 1] with n hn
    have hn' : (0 : ℝ) < n := by exact_mod_cast hn
    have hcard : (strip m n).card = m * n := by simp [strip]
    have h := Real.log_le_log (by positivity) (checkerboard_bound hz (strip m n))
    rw [Real.log_pow, Real.log_pow, hcard] at h
    push_cast at h
    rw [le_div_iff₀ hn']
    linarith
```

Q: My question was about counting.

A: Set $z=1$. Every weight becomes 1, so $Z(n)=a(n)$ and $1+z=2$. The limit `s` in `strip_entropy` is the entropy per column in units of $k_B$, with all allowed occupations equally likely. Width $m=0$ is included and gives zero.

```lean
/-- For the number `a(n)` of allowed occupations of the `m` by `n` grid, `ln a(n) / n`
converges; the limit is the infimum over `n ≥ 1` and is at least `(m / 2) ln 2`. -/
theorem strip_entropy (m : ℕ) :
    ∃ s : ℝ,
      Tendsto (fun n : ℕ => Real.log ((configs (strip m n)).card : ℝ) / n) atTop (𝓝 s) ∧
      IsGLB ((fun n : ℕ => Real.log ((configs (strip m n)).card : ℝ) / n) '' Set.Ici 1) s ∧
      (m : ℝ) / 2 * Real.log 2 ≤ s := by
  have hZ : ∀ Λ, partitionFn 1 Λ = ((configs Λ).card : ℝ) := fun Λ => by
    simp [partitionFn]
  have h := strip_pressure m (z := 1) zero_le_one
  simp only [hZ, one_add_one_eq_two] at h
  exact h

end HardSquareGas
```

```lean
#print axioms HardSquareGas.strip_entropy
```

```
'HardSquareGas.strip_entropy' depends on axioms: [propext, Classical.choice, Quot.sound]
```

Q: What does this look like in an actual calculation?

A: For width 1, let $e_n$ and $f_n$ count the allowed chains of length $n$ whose last site is empty or filled. Then $e_{n+1}=e_n+f_n$ and $f_{n+1}=e_n$, starting from $e_1=f_1=1$. The totals $a(n)$ are $2,3,5,8,\dots$, and $\ln a(n)/n$ runs $0.693,\ 0.549,\ 0.536,\ 0.520,\dots$ Each value is an upper bound on the limit, and $\frac12\ln2\approx0.347$ is a lower bound. For larger $m$ the same recursion runs over the allowed states of a column.

Q: Does it tell me about a real adsorbed layer?

A: It bears on lattice simulations of adsorbates that block neighbouring sites, for strips of fixed width with hard exclusion as the only interaction. Replacing the real interactions by that exclusion is a physical judgement that the hypotheses leave to you. The entropy bound also assumes $z=1$, whereas a real layer has its own chemical potential: as $z\to0$ the layer empties and its entropy per site tends to zero. At $z=1$ the theorems bound the entropy per site of a long strip below by $\frac12k_B\ln2$ at every width $m\ge1$, but they do not prove that it converges as $m\to\infty$, and they do not address an ordering transition.
